# Normalised Tunnelling Conductance with Exponential Transmission: Prefactor Cancellation and Divergence at a Gap Edge

Let a tunnelling current at bias $V$ be

$$I(V)=\int_0^V \rho(E)\,T_0\,e^{c(E-V/2)}\,dE ,$$

with $\rho$ a continuous sample density of states and $T_0,c>0$. Then

$$I'(V)=\rho(V)\,T_0\,e^{cV/2}-\tfrac{c}{2}I(V),$$

and, where $I(V)\neq0$, the normalised conductance $VI'/I$ does not depend on $T_0$. For $\rho=1$ and $V\neq0$ it equals $(cV/2)\coth(cV/2)$. For the linear edge $\rho(E)=\max(E-D,0)$ with $D>0$ it tends to infinity as $V$ decreases to $D$.

Energies are measured from the sample's Fermi level, in units where the elementary charge is 1, and $V$ is the voltage of the sample relative to the tip. The constant $T_0$ is the transmission at the middle of the bias window, with a constant tip density of states absorbed into it. The constant $c$ says how fast the transmission grows with energy, as it does when the exponent of a tunnelling barrier is linearised in $E-V/2$.

In scanning tunnelling spectroscopy $VI'/I$ serves as an approximate measure of the density of states; within this zero-temperature, single-electron model the result shows what the normalisation removes and what it leaves.

## Derivation from the factorised current

The bias-dependent part of the barrier comes out of the integral:

$$I(V)=T_0e^{-cV/2}W(V),\qquad W(V)=\int_0^V\rho(E)e^{cE}\,dE .$$

Since $\rho$ is continuous, $W'(V)=\rho(V)e^{cV}$, and the product rule gives

$$I'=T_0e^{-cV/2}\rho(V)e^{cV}-\tfrac c2T_0e^{-cV/2}W=\rho(V)T_0e^{cV/2}-\tfrac c2 I .$$

Multiplying by $V$ and dividing by $I$ cancels $T_0e^{-cV/2}$:

$$\frac{VI'}{I}=\frac{V\rho(V)e^{cV}}{W(V)}-\frac{cV}{2}.$$

For $\rho=1$, $W=(e^{cV}-1)/c$, so

$$\frac{VI'}{I}=\frac{cVe^{cV}}{e^{cV}-1}-\frac{cV}2=\frac{cV}{2}\,\frac{e^{cV}+1}{e^{cV}-1}=\frac{cV}{2}\coth\frac{cV}{2},$$

where the last step multiplies numerator and denominator by $e^{-cV/2}$.

For the edge, let $\rho$ vanish on $[0,D]$, be positive above $D$ and be nondecreasing from $D$ on. If $V>D$, only energies between $D$ and $V$ contribute to $W$, and the integrand there is at most its value at $V$. Hence $0<W\le(V-D)\rho(V)e^{cV}$ and

$$\frac{VI'}{I}\ \ge\ \frac{V}{V-D}-\frac{cV}{2}.$$

For $D<V<D+1$ the right side is at least $D/(V-D)-c(D+1)/2$, which diverges as $V$ decreases to $D$. The linear edge satisfies all three conditions.

## A bias just above the edge, and sampled data

Take $c=1$, $D=1$, $V=1.1$ and the linear edge. With $u=E-D$,

$$W=e\int_0^{0.1}ue^u\,du=e\,(1-0.9\,e^{0.1})\approx0.005346\,e ,$$

while $V\rho(V)e^{cV}=1.1\cdot0.1\cdot e^{0.1}\,e\approx0.12157\,e$. The ratio is about $22.74$, and subtracting $cV/2=0.55$ leaves $22.19$. The lower bound is $11-0.55=10.45$.

With a sampled current, the corresponding line of code is `V * gradient(I, V) / I`. A constant gain in `I` cancels, as $T_0$ does. A change of tip height generally changes $c$ too, and that does not cancel. Near a gap edge the small denominator amplifies noise; adding a small constant to it suppresses the divergence as well. If $\rho$ comes from a calculation, one can accumulate $W$ by quadrature and use the closed formula, which avoids numerical differentiation.

## Current, weighted states and conductance in Lean

```lean
import Mathlib

open Filter Topology

namespace TunnellingSpectroscopy

noncomputable section
```

The current is an oriented interval integral, so negative bias is allowed and reverses the direction of integration.

```lean
/-- Tunnelling current at bias `V` for a sample density of states `ρ`, with transmission
`T₀ exp (c (E - V/2))` at energy `E`. -/
def current (ρ : ℝ → ℝ) (T₀ c V : ℝ) : ℝ :=
  ∫ E in (0 : ℝ)..V, ρ E * (T₀ * Real.exp (c * (E - V / 2)))
```

The quantity $W$ is `weightedStates`.

```lean
/-- Density of states integrated from zero to the bias `V` with the weight `exp (c E)`. -/
def weightedStates (ρ : ℝ → ℝ) (c V : ℝ) : ℝ :=
  ∫ E in (0 : ℝ)..V, ρ E * Real.exp (c * E)
```

The normalised conductance uses `deriv`, the derivative of the current itself, and not the formula to be proved. Lean sets division by zero to zero, so the value has physical meaning only where the current is nonzero.

```lean
/-- Normalised differential conductance `V I'(V) / I(V)`, meaningful where the current
`I(V)` is nonzero. -/
def normalizedConductance (ρ : ℝ → ℝ) (T₀ c V : ℝ) : ℝ :=
  V * deriv (current ρ T₀ c) V / current ρ T₀ c V
```

## The derivative and the cancellation of $T_0$

The factorisation holds for every function $\rho$. The proof splits the exponential inside the integrand and moves the constant factor through the integral.

```lean
/-- The current is `weightedStates ρ c V` times the energy-independent prefactor `T₀ exp (-cV/2)`.
-/
theorem current_eq (ρ : ℝ → ℝ) (T₀ c V : ℝ) :
    current ρ T₀ c V = T₀ * Real.exp (-(c / 2) * V) * weightedStates ρ c V := by
  unfold current weightedStates
  rw [← intervalIntegral.integral_const_mul]
  apply intervalIntegral.integral_congr
  intro E _
  have h : Real.exp (c * (E - V / 2)) = Real.exp (-(c / 2) * V) * Real.exp (c * E) := by
    rw [← Real.exp_add]
    congr 1
    ring
  simp only [h]
  ring
```

`HasDerivAt` states that the current is differentiable at $V$ with the given derivative. In the proof, `hW` is the fundamental theorem of calculus, `hX` differentiates the barrier prefactor, and `fun_mul` is the product rule.

```lean
/-- For a continuous density of states the differential conductance is
`I' = ρ(V) T₀ exp (cV/2) - c I / 2`. -/
theorem hasDerivAt_current {ρ : ℝ → ℝ} (hρ : Continuous ρ) (T₀ c V : ℝ) :
    HasDerivAt (current ρ T₀ c)
      (ρ V * T₀ * Real.exp (c * V / 2) - c / 2 * current ρ T₀ c V) V := by
  have hcont : Continuous fun E : ℝ => ρ E * Real.exp (c * E) := by fun_prop
  -- the upper limit contributes the density of states at the bias
  have hW : HasDerivAt (weightedStates ρ c) (ρ V * Real.exp (c * V)) V :=
    intervalIntegral.integral_hasDerivAt_right (hcont.intervalIntegrable _ _)
      (hcont.stronglyMeasurableAtFilter _ _) hcont.continuousAt
  -- the barrier contributes the background term
  have h : HasDerivAt (fun v : ℝ => -(c / 2) * v) (-(c / 2)) V :=
    ((hasDerivAt_id' V).const_mul (-(c / 2))).congr_deriv (mul_one _)
  have hX := h.exp.const_mul T₀
  have hfun : current ρ T₀ c =
      fun v => T₀ * Real.exp (-(c / 2) * v) * weightedStates ρ c v :=
    funext (current_eq ρ T₀ c)
  have hexp : Real.exp (c * V / 2) = Real.exp (-(c / 2) * V) * Real.exp (c * V) := by
    rw [← Real.exp_add]
    congr 1
    ring
  rw [current_eq, hexp, hfun]
  exact (hX.fun_mul hW).congr_deriv (by ring)
```

The closed formula assumes `T₀ ≠ 0` and `weightedStates ρ c V ≠ 0`, which together make the current nonzero. Independence of $T_0$ is read off from the right-hand side, where it does not occur. The proof extracts the common factor `T₀ * a`, with `a` standing for $e^{-cV/2}$, and cancels it.

```lean
/-- For a continuous density of states, nonzero `T₀` and a nonzero weighted number of states,
the normalised conductance is given by an expression in which `T₀` does not occur. -/
theorem normalizedConductance_eq {ρ : ℝ → ℝ} (hρ : Continuous ρ) {T₀ c V : ℝ}
    (hT : T₀ ≠ 0) (hW : weightedStates ρ c V ≠ 0) :
    normalizedConductance ρ T₀ c V =
      V * ρ V * Real.exp (c * V) / weightedStates ρ c V - c * V / 2 := by
  have ha := Real.exp_ne_zero (-(c / 2) * V)
  have hexp : Real.exp (c * V / 2) = Real.exp (-(c / 2) * V) * Real.exp (c * V) := by
    rw [← Real.exp_add]
    congr 1
    ring
  rw [normalizedConductance, (hasDerivAt_current hρ T₀ c V).deriv, current_eq, hexp]
  generalize Real.exp (-(c / 2) * V) = a at ha ⊢
  -- the common factor `T₀ * a` cancels
  have h1 : V * (ρ V * T₀ * (a * Real.exp (c * V))
        - c / 2 * (T₀ * a * weightedStates ρ c V)) =
      (T₀ * a) * (V * ρ V * Real.exp (c * V) - c * V / 2 * weightedStates ρ c V) := by
    ring
  rw [h1, mul_div_mul_left _ _ (mul_ne_zero hT ha), sub_div, mul_div_cancel_right₀ _ hW]
```

## The constant density of states

The hyperbolic cotangent is written as `Real.cosh` over `Real.sinh`. The antiderivative $e^{cE}/c$ gives `hW`; `hm` and `hp` express $e^{cV}\mp1$ through $\sinh$ and $\cosh$ of $cV/2$. The theorem covers both signs of $V$ and of $c$.

```lean
/-- For the constant density of states `ρ = 1` and nonzero `T₀`, `c` and `V`, the normalised
conductance is `(cV/2) coth (cV/2)`. -/
theorem normalizedConductance_const {T₀ c V : ℝ} (hT : T₀ ≠ 0) (hc : c ≠ 0) (hV : V ≠ 0) :
    normalizedConductance (fun _ => 1) T₀ c V =
      c * V / 2 * (Real.cosh (c * V / 2) / Real.sinh (c * V / 2)) := by
  have hd : ∀ E ∈ Set.uIcc 0 V,
      HasDerivAt (fun x : ℝ => Real.exp (c * x) / c) (1 * Real.exp (c * E)) E := by
    intro E _
    have h : HasDerivAt (fun x : ℝ => c * x) c E :=
      ((hasDerivAt_id' E).const_mul c).congr_deriv (mul_one _)
    exact (h.exp.div_const c).congr_deriv (by rw [mul_div_cancel_right₀ _ hc, one_mul])
  have hi : IntervalIntegrable (fun E : ℝ => 1 * Real.exp (c * E))
      MeasureTheory.volume 0 V :=
    (by fun_prop : Continuous fun E : ℝ => 1 * Real.exp (c * E)).intervalIntegrable _ _
  have hW : weightedStates (fun _ => 1) c V = (Real.exp (c * V) - 1) / c := by
    have h : weightedStates (fun _ => 1) c V =
        Real.exp (c * V) / c - Real.exp (c * 0) / c :=
      intervalIntegral.integral_eq_sub_of_hasDerivAt hd hi
    rw [h, mul_zero, Real.exp_zero]
    ring
  have hne : Real.exp (c * V) - 1 ≠ 0 := fun h =>
    mul_ne_zero hc hV (Real.exp_eq_one_iff _ |>.1 (sub_eq_zero.1 h))
  -- write the hyperbolic cotangent through `exp (cV)`
  have hsq : Real.exp (c * V) = Real.exp (c * V / 2) * Real.exp (c * V / 2) := by
    rw [← Real.exp_add]
    congr 1
    ring
  have hinv : Real.exp (c * V / 2) * Real.exp (-(c * V / 2)) = 1 := by
    rw [← Real.exp_add, add_neg_cancel, Real.exp_zero]
  have hm : Real.exp (c * V) - 1 = 2 * Real.exp (c * V / 2) * Real.sinh (c * V / 2) := by
    rw [Real.sinh_eq]
    linear_combination hsq + hinv
  have hp : Real.exp (c * V) + 1 = 2 * Real.exp (c * V / 2) * Real.cosh (c * V / 2) := by
    rw [Real.cosh_eq]
    linear_combination hsq - hinv
  have hcoth : Real.cosh (c * V / 2) / Real.sinh (c * V / 2) =
      (Real.exp (c * V) + 1) / (Real.exp (c * V) - 1) := by
    rw [hm, hp, mul_div_mul_left _ _ (mul_ne_zero two_ne_zero (Real.exp_ne_zero _))]
  rw [normalizedConductance_eq continuous_const hT (by rw [hW]; exact div_ne_zero hne hc),
    hW, hcoth]
  show V * 1 * Real.exp (c * V) / ((Real.exp (c * V) - 1) / c) - c * V / 2 = _
  generalize Real.exp (c * V) = B at hne ⊢
  field_simp
  ring
```

## The divergence at a gap edge

The lower bound is proved for the general class of edges. `hgap`, `hpos` and `hmono` are the three conditions on $\rho$: an empty gap, states everywhere above it, and no decrease from the edge on. They exclude, for example, a superconducting density of states, which is singular at the edge and falls beyond it. The steps `h0`, `hWpos` and `hup` are the vanishing gap contribution, the positivity of $W$ and its upper bound.

```lean
/-- Let a continuous density of states vanish from zero to `D ≥ 0`, and be positive above `D`
and nondecreasing from `D` on. For `T₀ ≠ 0`, `c ≥ 0` and `V > D` the normalised conductance
is at least `V / (V - D) - cV/2`. -/
theorem edge_lower_bound {ρ : ℝ → ℝ} (hρ : Continuous ρ) {T₀ c D V : ℝ} (hT : T₀ ≠ 0)
    (hc : 0 ≤ c) (hD : 0 ≤ D) (hgap : ∀ E ∈ Set.Icc 0 D, ρ E = 0)
    (hpos : ∀ E, D < E → 0 < ρ E) (hmono : MonotoneOn ρ (Set.Ici D)) (hV : D < V) :
    V / (V - D) - c * V / 2 ≤ normalizedConductance ρ T₀ c V := by
  have hcont : Continuous fun E : ℝ => ρ E * Real.exp (c * E) := by fun_prop
  have hi := fun a b : ℝ => hcont.intervalIntegrable (μ := MeasureTheory.volume) a b
  -- the gap does not contribute
  have h0 : ∫ E in (0 : ℝ)..D, ρ E * Real.exp (c * E) = 0 := by
    calc ∫ E in (0 : ℝ)..D, ρ E * Real.exp (c * E)
        = ∫ _E in (0 : ℝ)..D, (0 : ℝ) := intervalIntegral.integral_congr (fun E hE => by
          rw [Set.uIcc_of_le hD] at hE
          simp [hgap E hE])
      _ = 0 := by simp
  have hW : weightedStates ρ c V = ∫ E in D..V, ρ E * Real.exp (c * E) := by
    rw [weightedStates, ← intervalIntegral.integral_add_adjacent_intervals (hi 0 D) (hi D V),
      h0, zero_add]
  have hWpos : 0 < weightedStates ρ c V := by
    rw [hW]
    exact intervalIntegral.intervalIntegral_pos_of_pos_on (hi D V)
      (fun E hE => mul_pos (hpos E hE.1) (Real.exp_pos _)) hV
  -- above the edge the integrand is largest at the bias
  have hup : weightedStates ρ c V ≤ (V - D) * (ρ V * Real.exp (c * V)) := by
    rw [hW, ← smul_eq_mul (V - D), ← intervalIntegral.integral_const]
    exact intervalIntegral.integral_mono_on hV.le (hi D V)
      (continuous_const.intervalIntegrable _ _) (fun E hE =>
        mul_le_mul (hmono hE.1 hV.le hE.2)
          (Real.exp_le_exp.2 (mul_le_mul_of_nonneg_left hE.2 hc))
          (Real.exp_pos _).le (hpos V hV).le)
  rw [normalizedConductance_eq hρ hT hWpos.ne']
  have hfrac : V / (V - D) ≤ V * ρ V * Real.exp (c * V) / weightedStates ρ c V := by
    rw [div_le_div_iff₀ (sub_pos.2 hV) hWpos]
    have h := mul_le_mul_of_nonneg_left hup (hD.trans hV.le)
    linarith
  linarith
```

The filter `𝓝[>] D` expresses that $V$ approaches $D$ from above, and `atTop` that the values exceed every bound. Here $D$ must be strictly positive, because the diverging term in the comparison is `D * (V - D)⁻¹`. The comparison is made for $V$ between $D$ and $D+1$, where $cV/2$ stays bounded.

```lean
/-- Let a continuous density of states vanish from zero to `D > 0`, and be positive above `D`
and nondecreasing from `D` on. For `T₀ ≠ 0` and `c ≥ 0` the normalised conductance tends to
infinity as the bias decreases to `D`. -/
theorem tendsto_normalizedConductance_edge {ρ : ℝ → ℝ} (hρ : Continuous ρ) {T₀ c D : ℝ}
    (hT : T₀ ≠ 0) (hc : 0 ≤ c) (hD : 0 < D) (hgap : ∀ E ∈ Set.Icc 0 D, ρ E = 0)
    (hpos : ∀ E, D < E → 0 < ρ E) (hmono : MonotoneOn ρ (Set.Ici D)) :
    Tendsto (normalizedConductance ρ T₀ c) (𝓝[>] D) atTop := by
  have h1 : Tendsto (fun V : ℝ => V - D) (𝓝[>] D) (𝓝[>] 0) := by
    refine tendsto_nhdsWithin_iff.2 ⟨?_, ?_⟩
    · exact ((by fun_prop : Continuous fun V : ℝ => V - D).tendsto' D 0
        (sub_self D)).mono_left nhdsWithin_le_nhds
    · filter_upwards [self_mem_nhdsWithin] with V hV
      exact Set.mem_Ioi.2 (sub_pos.2 (Set.mem_Ioi.1 hV))
  have h2 : Tendsto (fun V : ℝ => D * (V - D)⁻¹) (𝓝[>] D) atTop :=
    (tendsto_inv_nhdsGT_zero.comp h1).const_mul_atTop hD
  have h3 := tendsto_atTop_add_const_right _ (-(c * (D + 1) / 2)) h2
  -- compare with the lower bound on the interval from `D` to `D + 1`
  refine tendsto_atTop_mono' _ ?_ h3
  filter_upwards [self_mem_nhdsWithin,
    nhdsWithin_le_nhds (Iio_mem_nhds (lt_add_one D))] with V hV hV1
  have hV' : D < V := hV
  have hV1' : V < D + 1 := hV1
  refine le_trans ?_ (edge_lower_bound hρ hT hc hD.le hgap hpos hmono hV')
  have ha : D * (V - D)⁻¹ ≤ V / (V - D) := by
    rw [div_eq_mul_inv]
    exact mul_le_mul_of_nonneg_right hV'.le (inv_nonneg.2 (sub_pos.2 hV').le)
  have hb : c * V ≤ c * (D + 1) := mul_le_mul_of_nonneg_left hV1'.le hc
  linarith
```

For the linear edge it remains to check continuity and the three conditions on `max (E - D) 0`.

```lean
/-- For the linear band edge `ρ(E) = max (E - D, 0)` with `D > 0`, `T₀ ≠ 0` and `c ≥ 0`, the
normalised conductance tends to infinity as the bias decreases to `D`. -/
theorem tendsto_normalizedConductance_linear_edge {T₀ c D : ℝ} (hT : T₀ ≠ 0) (hc : 0 ≤ c)
    (hD : 0 < D) :
    Tendsto (normalizedConductance (fun E => max (E - D) 0) T₀ c) (𝓝[>] D) atTop :=
  tendsto_normalizedConductance_edge (by fun_prop) hT hc hD
    (fun _ hE => max_eq_right (sub_nonpos.2 hE.2))
    (fun _ hE => lt_max_of_lt_left (sub_pos.2 hE))
    (fun _ _ _ _ h => max_le_max (sub_le_sub_right h D) le_rfl)

end

end TunnellingSpectroscopy
```

```lean
#print axioms TunnellingSpectroscopy.normalizedConductance_const
#print axioms TunnellingSpectroscopy.tendsto_normalizedConductance_linear_edge
```

```
'TunnellingSpectroscopy.normalizedConductance_const' depends on axioms: [propext, Classical.choice, Quot.sound]
'TunnellingSpectroscopy.tendsto_normalizedConductance_linear_edge' depends on axioms: [propext, Classical.choice, Quot.sound]
```
